# The largest absolute slope is the least global error factor for a limiting potential given by finitely many lines

## Which slope multiplies an error in the descriptor?

I describe a catalyst by one number x, an adsorption free energy in eV. Reaction step i needs a potential a_i x + b_i, in volts, with slope a_i and intercept b_i taken from linear scaling relations. The limiting potential is the largest of these requirements:

U(x) = max_i (a_i x + b_i).

In a made-up example I have three steps, which need 0.5x + 1, −0.5x + 1 and 2x − 5. All my materials lie between x = −2 and x = 2, where the third step never limits. If my computed x is wrong by 0.1 eV, should I multiply that by 0.5 or by 2? The steepest line seems irrelevant to me, yet I am told that the largest absolute slope is the right factor and can't be improved.

## The steepest line sets the factor once every descriptor value is allowed

Both numbers are right, for different ranges of x. Write

L = max_i |a_i|.

This is the least constant K for which |U(x) − U(y)| ≤ K |x − y| holds for all real x and y. In your example L = 2. If the true and the computed descriptor are both known to lie between −2 and 2, then U(x) = 1 + |x|/2 there, and the factor 0.5 suffices: 0.1 eV gives at most 0.05 V, where the global bound gives 0.2 V. The third line takes over at x = 4, and a bound for the whole axis has to allow for it. This numerical example is ordinary arithmetic, separate from the Lean theorems below. Its three lines don't form a complete catalytic cycle of one-electron steps: there the slopes add up to zero, because the overall reaction energy doesn't depend on the catalyst. The argument below doesn't use that condition.

The convention is that of an oxidation, where the potential must be high enough for every step. For a reduction the limiting potential is usually a minimum of lines. Since a minimum is minus the maximum of the negated lines, the absolute slopes, and with them L, stay the same.

**Why L is enough.** The set of steps is finite and nonempty, so at every descriptor value some step attains the maximum. Let step i limit at y and step j limit at x; they may be the same step. No step requires more than U, so

U(x) ≥ a_i x + b_i and U(y) = a_i y + b_i.

Subtracting gives U(x) − U(y) ≥ a_i (x − y). In the same way,

U(x) = a_j x + b_j and U(y) ≥ a_j y + b_j

give U(x) − U(y) ≤ a_j (x − y). Together,

a_i (x − y) ≤ U(x) − U(y) ≤ a_j (x − y).

The right-hand side is at most |a_j| |x − y| ≤ L |x − y|. The left-hand side is at least −|a_i| |x − y| ≥ −L |x − y|. Hence

|U(x) − U(y)| ≤ L |x − y|.

No derivative is needed, so the kinks where the limiting step changes require no separate treatment.

**Why nothing smaller is enough.** Fix one reference value y, and suppose that |U(x) − U(y)| ≤ K |x − y| for every x. Take any step i and move a distance s ≥ 0 from y in the direction in which its line rises: x = y + s if a_i ≥ 0, and x = y − s if a_i < 0. In both cases the line has gained |a_i| s, so

|a_i| s + (a_i y + b_i) ≤ U(x) ≤ U(y) + K s.

Let g = U(y) − (a_i y + b_i), the amount by which step i falls short of limiting at y. It is never negative, and the inequality becomes

(|a_i| − K) s ≤ g.

If |a_i| were greater than K, the choice s = (g + 1)/(|a_i| − K) would give g + 1 ≤ g, which is impossible. So |a_i| ≤ K for every i, and therefore L ≤ K.

This is what happens to your third step. Starting from y = 0, where U = 1, the ratio of the change in U to the distance s is (2s − 6)/s for s ≥ 4. It never reaches 2, but it comes as close as you like, so no constant below 2 survives.

**Uncertain intercepts.** Suppose that a second set of intercepts b'_i satisfies |b_i − b'_i| ≤ ε for every i, with the same slopes, and call its limiting potential U'. If step i limits U at y, then

U(y) = a_i y + b_i ≤ a_i y + b'_i + ε ≤ U'(y) + ε.

Exchanging the two families gives U'(y) ≤ U(y) + ε, so |U(y) − U'(y)| ≤ ε. The triangle inequality then yields

|U(x) − U'(y)| ≤ |U(x) − U(y)| + |U(y) − U'(y)| ≤ L |x − y| + ε.

Here are the same definitions and arguments in Lean.

```lean
import Mathlib

open Finset

namespace DescriptorErrorPropagation

noncomputable section

variable {ι : Type*} [Fintype ι] [Nonempty ι]

/-- The limiting potential at descriptor value `x`: the largest of the potentials
`a i * x + b i` required by the individual reaction steps. -/
def limitingPotential (a b : ι → ℝ) (x : ℝ) : ℝ :=
  univ.sup' univ_nonempty (fun i => a i * x + b i)

/-- The sensitivity of a family of steps: the largest absolute slope `|a i|`. -/
def sensitivity (a : ι → ℝ) : ℝ :=
  univ.sup' univ_nonempty (fun i => |a i|)

/-- No single step requires more than the limiting potential. -/
theorem step_le_limitingPotential (a b : ι → ℝ) (i : ι) (x : ℝ) :
    a i * x + b i ≤ limitingPotential a b x :=
  le_sup' (fun i => a i * x + b i) (mem_univ i)

/-- At every descriptor value some step is potential-limiting. -/
theorem exists_limiting_step (a b : ι → ℝ) (x : ℝ) :
    ∃ i, limitingPotential a b x = a i * x + b i := by
  obtain ⟨i, _, hi⟩ :=
    exists_mem_eq_sup' univ_nonempty (fun i => a i * x + b i)
  exact ⟨i, hi⟩

/-- If step `i` limits at `y` and step `j` limits at `x`, the change of the limiting
potential from `y` to `x` lies between the changes of these two steps. -/
theorem change_between_limiting_steps (a b : ι → ℝ) {i j : ι} {x y : ℝ}
    (hi : limitingPotential a b y = a i * y + b i)
    (hj : limitingPotential a b x = a j * x + b j) :
    a i * (x - y) ≤ limitingPotential a b x - limitingPotential a b y ∧
      limitingPotential a b x - limitingPotential a b y ≤ a j * (x - y) := by
  have h1 := step_le_limitingPotential a b i x
  have h2 := step_le_limitingPotential a b j y
  constructor <;> linarith

/-- The change of any one step under a descriptor shift `d` is at most the sensitivity
times `|d|`. -/
theorem step_change_le (a : ι → ℝ) (i : ι) (d : ℝ) :
    a i * d ≤ sensitivity a * |d| := by
  have hi : |a i| ≤ sensitivity a := le_sup' (fun i => |a i|) (mem_univ i)
  calc a i * d ≤ |a i * d| := le_abs_self _
    _ = |a i| * |d| := abs_mul _ _
    _ ≤ sensitivity a * |d| := mul_le_mul_of_nonneg_right hi (abs_nonneg d)

/-- An error in the descriptor changes the limiting potential by at most the sensitivity
times the size of that error. -/
theorem descriptor_error_bound (a b : ι → ℝ) (x y : ℝ) :
    |limitingPotential a b x - limitingPotential a b y| ≤ sensitivity a * |x - y| := by
  obtain ⟨i, hi⟩ := exists_limiting_step a b y
  obtain ⟨j, hj⟩ := exists_limiting_step a b x
  obtain ⟨hlow, hupp⟩ := change_between_limiting_steps a b hi hj
  have h1 := step_change_le a j (x - y)
  have h2 := step_change_le a i (y - x)
  rw [abs_sub_comm y x] at h2
  rw [abs_le]
  constructor <;> linarith

/-- If errors measured from one fixed reference descriptor `y` are amplified by at most `K`,
for every descriptor value `x`, then `K` is at least the sensitivity. -/
theorem sensitivity_le_of_reference (a b : ι → ℝ) (y : ℝ) {K : ℝ}
    (h : ∀ x, |limitingPotential a b x - limitingPotential a b y| ≤ K * |x - y|) :
    sensitivity a ≤ K := by
  refine sup'_le _ _ (fun i _ => ?_)
  -- move a distance `s` away from `y` in the direction in which line `i` rises
  have key : ∀ s : ℝ, 0 ≤ s →
      |a i| * s + (a i * y + b i) ≤ limitingPotential a b y + K * s := by
    intro s hs
    rcases abs_cases (a i) with ⟨h1, _⟩ | ⟨h1, _⟩
    · have h2 := (le_abs_self _).trans (h (y + s))
      rw [show y + s - y = s by ring, abs_of_nonneg hs] at h2
      have h3 := step_le_limitingPotential a b i (y + s)
      rw [h1]
      linarith
    · have h2 := (le_abs_self _).trans (h (y - s))
      rw [show y - s - y = -s by ring, abs_neg, abs_of_nonneg hs] at h2
      have h3 := step_le_limitingPotential a b i (y - s)
      rw [h1]
      linarith
  -- a slope steeper than `K` would win at a large enough distance
  by_contra hK
  have hd : 0 < |a i| - K := sub_pos.mpr (not_le.mp hK)
  have hc := step_le_limitingPotential a b i y
  have hs : 0 ≤ (limitingPotential a b y - (a i * y + b i) + 1) / (|a i| - K) :=
    div_nonneg (by linarith) hd.le
  have h4 := key _ hs
  have h5 := mul_div_cancel₀ (limitingPotential a b y - (a i * y + b i) + 1) hd.ne'
  have h6 : (|a i| - K) *
      ((limitingPotential a b y - (a i * y + b i) + 1) / (|a i| - K)) =
      limitingPotential a b y - (a i * y + b i) + 1 := by
    field_simp
  linarith

/-- The largest absolute slope is the least constant that bounds the error of the limiting
potential by a multiple of the descriptor error, for all pairs of descriptor values. -/
theorem sensitivity_isLeast (a b : ι → ℝ) :
    IsLeast {K : ℝ | ∀ x y : ℝ,
      |limitingPotential a b x - limitingPotential a b y| ≤ K * |x - y|}
      (sensitivity a) := by
  constructor
  · intro x y
    exact descriptor_error_bound a b x y
  · intro K hK
    exact sensitivity_le_of_reference a b 0 (fun x => hK x 0)

/-- If the intercepts of the lines are also uncertain, each by at most `ε`, the total error
of the limiting potential is at most the propagated descriptor error plus `ε`. -/
theorem descriptor_and_intercept_error_bound (a b b' : ι → ℝ) {ε : ℝ}
    (hb : ∀ i, |b i - b' i| ≤ ε) (x y : ℝ) :
    |limitingPotential a b x - limitingPotential a b' y| ≤
      sensitivity a * |x - y| + ε := by
  -- compare the two families at the same descriptor value `y`
  have hshift : |limitingPotential a b y - limitingPotential a b' y| ≤ ε := by
    obtain ⟨i, hi⟩ := exists_limiting_step a b y
    obtain ⟨j, hj⟩ := exists_limiting_step a b' y
    have h1 := step_le_limitingPotential a b' i y
    have h2 := step_le_limitingPotential a b j y
    have h3 := (abs_le.mp (hb i)).2
    have h4 := (abs_le.mp (hb j)).1
    rw [abs_le]
    constructor <;> linarith
  have hdesc := descriptor_error_bound a b x y
  have htri := abs_sub_le (limitingPotential a b x) (limitingPotential a b y)
    (limitingPotential a b' y)
  linarith

end

end DescriptorErrorPropagation
```

```lean
#print axioms DescriptorErrorPropagation.sensitivity_isLeast
-- 'DescriptorErrorPropagation.sensitivity_isLeast' depends on axioms: [propext, Classical.choice, Quot.sound]
#print axioms DescriptorErrorPropagation.descriptor_and_intercept_error_bound
-- 'DescriptorErrorPropagation.descriptor_and_intercept_error_bound' depends on axioms: [propext, Classical.choice, Quot.sound]
```

**What the Lean statements say.** The type `ι` labels the reaction steps. It is finite and nonempty, and a single step is allowed. The functions `a` and `b` give each step its slope and intercept as real numbers, with the units left to the reader: potentials in volts and descriptors in eV make the slopes volts per eV. The definition `limitingPotential a b x` is U(x), and `sensitivity a` is L. Both use `sup'`, the maximum over a finite set that comes with a proof of being nonempty. The name "sensitivity" often means a local derivative; here it is one global number, which depends on the slopes alone.

The main theorem, `sensitivity_isLeast`, concerns the set of all real K that satisfy the error bound for every pair x, y. `IsLeast` says that L belongs to this set and that no member of the set is smaller. If all slopes vanish, U is constant and L = 0.

The theorem `sensitivity_le_of_reference` has a weaker hypothesis than the second half of that statement requires: the bound need only hold against one fixed `y`, while `x` still runs over the whole real line. Choosing a well-behaved reference material therefore doesn't lower the constant. Restricting the range of x can, as your example shows.

In `descriptor_and_intercept_error_bound`, the families `b` and `b'` share the slopes `a`, and `ε` bounds every intercept difference. You can use this for a material that scatters about the scaling lines: put the deviation of each step into `b'`, take y as the true descriptor and x as the computed one. Errors in the slopes are left out; their effect on a line's value grows with |x|.

The step from this model to a real catalyst is the assumption that its step potentials follow the given lines, exactly or within a known ε. The theorems take the lines as given and say nothing about how well a scaling relation describes a particular surface.

For electronic-structure work, the result turns a bound on the error of a computed adsorption energy into a worst-case bound on the resulting error of the limiting potential, within a model with one descriptor and linear scaling. It is not a statement about standard deviations or typical errors.

**How the Lean proof is built.** The first two theorems record the two properties of a maximum used above. `step_le_limitingPotential` says that every line lies on or below U, and `exists_limiting_step` supplies a step that attains U at a given descriptor value.

`change_between_limiting_steps` is the two-sided estimate with a_i and a_j. Its proof evaluates step i at x and step j at y, and `linarith` does the two subtractions. `step_change_le` bounds the change of a single line by L times the size of the shift, through the chain a_i d ≤ |a_i d| = |a_i| |d| ≤ L |d|.

`descriptor_error_bound` combines them. It picks a limiting step at each end and applies `step_change_le` to step j with the shift x − y, and to step i with the shift y − x. The reversed shift provides the lower bound. The rewrite with `abs_le` splits the absolute value into its two inequalities, and `linarith` closes both.

For sharpness, `sup'_le` reduces L ≤ K to |a_i| ≤ K for one arbitrary step. The intermediate claim `key` is the inequality for a displacement s, and `abs_cases` separates rising from falling lines, so that the proof moves to y + s or y − s accordingly. Then `by_contra` assumes that |a_i| exceeds K, and the proof inserts the distance (g + 1)/(|a_i| − K). The fact `hd` makes the denominator positive, `hc` gives g ≥ 0, and `h6` clears the fraction. What remains is g + 1 ≤ g, which `linarith` refutes.

`sensitivity_isLeast` then has two short parts: membership comes from the error bound, and minimality from the one-reference theorem with y = 0. In the last theorem, `hshift` compares the two families at the same descriptor value, using a limiting step of each, and `abs_sub_le` is the triangle inequality that adds the descriptor part.

So for your materials, use 0.5 if you can guarantee that both the true and the computed x stay in the window, and 2 if you want a bound that holds without knowing where they lie.
